# Length and velocity matrix elements for the generalised eigenproblem H x = e S x in a finite basis

*Which matrix element should count as the length form once the overlap is not the identity? In ultrasoft and projector augmented-wave schemes my smooth states obey H x = e S x, with Hamiltonian H, overlap S and energy e, so with a position matrix X I could write ⟨xₘ|S X|xₙ⟩ or ⟨xₘ|X S|xₙ⟩. I am told that for Hermitian H and S*

⟨xₘ|[H,X] − eₙ[S,X]|xₙ⟩ = (eₘ − eₙ) ⟨xₘ|S X|xₙ⟩

*I would like this derived rigorously and machine-checked.*

## The energy in the velocity matrix fixes the ordering

Let H, S, X be complex N×N matrices, ⟨x|A|y⟩ = x†A y, and

V(e) = [H,X] − e[S,X],

the velocity matrix without the factor i/ħ. Let H xₘ = eₘ S xₘ and H xₙ = eₙ S xₙ with real energies. In X H the Hamiltonian acts on the ket. In H X it acts on the bra through the adjoint equation xₘ†H = eₘ xₘ†S, which uses H† = H, S† = S and real eₘ:

⟨xₘ|X H|xₙ⟩ = eₙ ⟨xₘ|X S|xₙ⟩

⟨xₘ|H X|xₙ⟩ = eₘ ⟨xₘ|S X|xₙ⟩

Subtracting these, and then e⟨xₘ|S X − X S|xₙ⟩, gives for any real e

⟨xₘ|V(e)|xₙ⟩ = (eₘ − e)⟨xₘ|S X|xₙ⟩ − (eₙ − e)⟨xₘ|X S|xₙ⟩.

Setting e = eₙ removes the second term and yields your identity; e = eₘ yields (eₘ − eₙ)⟨xₘ|X S|xₙ⟩. For eₘ ≠ eₙ, division by the gap gives the length element. A shift X → X + c·1 with complex c leaves both commutators unchanged, hence V(eₙ), hence that quotient. The physical reading takes the basis to be orthonormal, with S the overlap operator of the smooth states, so that real c is a change of origin; if S were instead the overlap of non-orthogonal basis functions, a change of origin would be X + cS and the matrix products above would not represent operator products. Even in an orthonormal basis, if it is incomplete, the matrix product S X represents the product of the two operators each projected onto the span of the basis, which need not equal the projection of their product.

## A sum rule from N states

Take N solutions with ⟨xᵢ|S|xⱼ⟩ = δᵢⱼ as columns of a square matrix C. Then C†S C = 1 implies S C C† = 1. For Hermitian X and a fixed state k, put Lₘ = ⟨xₘ|S X|xₖ⟩, whose conjugate is ⟨xₖ|X S|xₘ⟩, and V = V(eₖ). Then

Σₘ (eₘ − eₖ)|Lₘ|² = Σₘ ⟨xₖ|X S|xₘ⟩⟨xₘ|V|xₖ⟩ = ⟨xₖ|X V|xₖ⟩.

Now X V + V X = [H,X²] − eₖ[S,X²], whose diagonal element vanishes by the identity applied to X² with both states xₖ. So ⟨xₖ|V X|xₖ⟩ = −⟨xₖ|X V|xₖ⟩ and the sum equals ½⟨xₖ|[X,V]|xₖ⟩.

## Two basis functions

With matrices written by rows, H = (3, 1; 1, 1), S = (2, 1; 1, 1), X = (1, 0; 0, 0). The vector x₀ = (0, 1) has H x₀ = S x₀ = (1, 1), so e₀ = 1; x₁ = (1, −1) has H x₁ = (2, 0) and S x₁ = (1, 0), so e₁ = 2. They are S-orthonormal. Here [H,X] = [S,X] = (0, −1; 1, 0), so V(2) = −[H,X]. Since [H,X]x₁ = (1, 1) and S X x₁ = (2, 1),

⟨x₀|[H,X]|x₁⟩ = 1,  ⟨x₀|V(2)|x₁⟩ = −1,  (e₀ − e₁)⟨x₀|S X|x₁⟩ = −1.

The bare commutator misses the identity by a sign.

## The file

In Lean 4 with Mathlib:

```lean
import Mathlib

open Matrix

namespace UltrasoftVelocity

noncomputable section

variable {n : Type*} [Fintype n]

/-- The matrix element `⟨x|A|y⟩` between coefficient vectors in a finite basis. -/
def elem (x : n → ℂ) (A : Matrix n n ℂ) (y : n → ℂ) : ℂ := star x ⬝ᵥ A *ᵥ y

/-- The commutator `[A, B] = A B - B A`. -/
def comm (A B : Matrix n n ℂ) : Matrix n n ℂ := A * B - B * A

/-- The vector `x` solves the generalised eigenvalue equation `H x = e S x` with real `e`. -/
def Solves (H S : Matrix n n ℂ) (e : ℝ) (x : n → ℂ) : Prop := H *ᵥ x = (e : ℂ) • S *ᵥ x

/-- The augmented velocity matrix `[H, X] - e [S, X]` at energy `e`, without the factor `i/ħ`. -/
def velocity (H S X : Matrix n n ℂ) (e : ℝ) : Matrix n n ℂ := comm H X - (e : ℂ) • comm S X

variable {H S : Matrix n n ℂ} {em en : ℝ} {xm xn : n → ℂ}

/-- If `H x_n = e_n S x_n`, then `⟨y|A H|x_n⟩ = e_n ⟨y|A S|x_n⟩`. -/
theorem elem_ket (hn : Solves H S en xn) (A : Matrix n n ℂ) (y : n → ℂ) :
    elem y (A * H) xn = en * elem y (A * S) xn := by
  unfold Solves at hn
  simp only [elem, ← mulVec_mulVec]
  rw [hn, mulVec_smul, dotProduct_smul, smul_eq_mul]

/-- If `H`, `S` are Hermitian and `H x_m = e_m S x_m`, then `⟨x_m|H A|y⟩ = e_m ⟨x_m|S A|y⟩`. -/
theorem elem_bra (hH : H.IsHermitian) (hS : S.IsHermitian) (hm : Solves H S em xm)
    (A : Matrix n n ℂ) (y : n → ℂ) :
    elem xm (H * A) y = em * elem xm (S * A) y := by
  -- the adjoint of the eigenvalue equation; the energy is real
  have hK : star xm ᵥ* H = (em : ℂ) • star xm ᵥ* S := by
    have h : star (H *ᵥ xm) = star ((em : ℂ) • S *ᵥ xm) := congrArg star hm
    have hr : star (em : ℂ) = em := Complex.conj_ofReal em
    rwa [star_mulVec, star_smul, star_mulVec, hH.eq, hS.eq, hr] at h
  simp only [elem, ← mulVec_mulVec]
  rw [dotProduct_mulVec (star xm) H, dotProduct_mulVec (star xm) S, hK, smul_dotProduct,
    smul_eq_mul]

/-- For Hermitian `H`, `S`, solutions `x_m`, `x_n` of `H x = e S x` and any real `e`, `⟨x_m|[H,X] -
e [S,X]|x_n⟩` equals `(e_m - e) ⟨x_m|S X|x_n⟩ - (e_n - e) ⟨x_m|X S|x_n⟩`. -/
theorem velocity_elem_general (hH : H.IsHermitian) (hS : S.IsHermitian)
    (hm : Solves H S em xm) (hn : Solves H S en xn) (X : Matrix n n ℂ) (e : ℝ) :
    elem xm (velocity H S X e) xn
      = ((em : ℂ) - e) * elem xm (S * X) xn - ((en : ℂ) - e) * elem xm (X * S) xn := by
  have h : elem xm (velocity H S X e) xn = elem xm (H * X) xn - elem xm (X * H) xn
      - e * (elem xm (S * X) xn - elem xm (X * S) xn) := by
    simp only [elem, velocity, comm, sub_mulVec, smul_mulVec, dotProduct_sub, dotProduct_smul,
      smul_eq_mul]
  -- `H` acts to the left in `H X` and to the right in `X H`
  rw [h, elem_bra hH hS hm, elem_ket hn]
  ring

/-- Length-velocity link: for Hermitian `H`, `S`, any `X` and solutions `x_m`, `x_n` of
`H x = e S x`, `⟨x_m|[H,X] - e_n [S,X]|x_n⟩ = (e_m - e_n) ⟨x_m|S X|x_n⟩`. -/
theorem velocity_length (hH : H.IsHermitian) (hS : S.IsHermitian)
    (hm : Solves H S em xm) (hn : Solves H S en xn) (X : Matrix n n ℂ) :
    elem xm (velocity H S X en) xn = ((em : ℂ) - en) * elem xm (S * X) xn := by
  rw [velocity_elem_general hH hS hm hn]
  ring

/-- For Hermitian `H`, `S` and solutions `x_m`, `x_n` of `H x = e S x`, with the energy of the bra
state, `⟨x_m|[H,X] - e_m [S,X]|x_n⟩ = (e_m - e_n) ⟨x_m|X S|x_n⟩`. -/
theorem velocity_length_mirror (hH : H.IsHermitian) (hS : S.IsHermitian)
    (hm : Solves H S em xm) (hn : Solves H S en xn) (X : Matrix n n ℂ) :
    elem xm (velocity H S X em) xn = ((em : ℂ) - en) * elem xm (X * S) xn := by
  rw [velocity_elem_general hH hS hm hn]
  ring

/-- For Hermitian `H`, `S` and solutions `x_m`, `x_n` with `e_m ≠ e_n`, the element `⟨x_m|S X|x_n⟩`
is the velocity element at `e_n` divided by `e_m - e_n`. -/
theorem length_from_velocity (hH : H.IsHermitian) (hS : S.IsHermitian)
    (hm : Solves H S em xm) (hn : Solves H S en xn) (hne : em ≠ en) (X : Matrix n n ℂ) :
    elem xm (S * X) xn = elem xm (velocity H S X en) xn / ((em : ℂ) - en) := by
  have hd : (em : ℂ) - en ≠ 0 := sub_ne_zero.2 (by exact_mod_cast hne)
  rw [velocity_length hH hS hm hn, eq_div_iff hd, mul_comm]

/-- For Hermitian `H`, `S` and solutions `x_m`, `x_n`, under the shift `X ↦ X + c 1` with complex
`c` the velocity matrix at `e_n` is unchanged, and for `e_m ≠ e_n` so is the length element `⟨x_m|S
X|x_n⟩`. -/
theorem origin_shift [DecidableEq n] (hH : H.IsHermitian) (hS : S.IsHermitian)
    (hm : Solves H S em xm) (hn : Solves H S en xn) (hne : em ≠ en) (X : Matrix n n ℂ) (c : ℂ) :
    velocity H S (X + c • 1) en = velocity H S X en ∧
      elem xm (S * (X + c • 1)) xn = elem xm (S * X) xn := by
  have hc : ∀ A : Matrix n n ℂ, comm A (X + c • 1) = comm A X := by
    intro A
    simp only [comm, mul_add, add_mul, Matrix.mul_smul, Matrix.smul_mul, mul_one, one_mul]
    abel
  have hv : velocity H S (X + c • 1) en = velocity H S X en := by
    simp only [velocity, hc]
  refine ⟨hv, ?_⟩
  rw [length_from_velocity hH hS hm hn hne, length_from_velocity hH hS hm hn hne X, hv]

/-- For an `S`-orthonormal family with as many vectors as basis functions,
`∑ₘ ⟨u|A S|x_m⟩ ⟨x_m|B|v⟩ = ⟨u|A B|v⟩`. -/
theorem completeness [DecidableEq n] {x : n → n → ℂ}
    (horth : ∀ i j, elem (x i) S (x j) = if i = j then 1 else 0)
    (A B : Matrix n n ℂ) (u v : n → ℂ) :
    ∑ m, elem u (A * S) (x m) * elem (x m) B v = elem u (A * B) v := by
  -- `C` holds the states as columns; `Cᴴ S C = 1` gives `S C Cᴴ = 1`
  let C : Matrix n n ℂ := Matrix.of fun a i => x i a
  have h1 : Cᴴ * (S * C) = 1 := by
    ext i j
    rw [one_apply, ← horth i j]
    rfl
  have h2 : S * C * Cᴴ = 1 := mul_eq_one_comm.1 h1
  have h3 : A * B = A * S * C * (Cᴴ * B) := by
    calc A * B = A * (S * C * Cᴴ) * B := by rw [h2, mul_one]
      _ = A * S * C * (Cᴴ * B) := by simp only [mul_assoc]
  have h4 : elem u (A * S * C * (Cᴴ * B)) v
      = (star u ᵥ* (A * S * C)) ⬝ᵥ (Cᴴ *ᵥ (B *ᵥ v)) := by
    simp only [elem, ← dotProduct_mulVec, mulVec_mulVec, mul_assoc]
  rw [h3, h4]
  exact Finset.sum_congr rfl fun m _ => rfl

/-- For Hermitian `X` and a full `S`-orthonormal family of solutions of `H x = e S x`,
`∑ₘ (e_m - e_k) |⟨x_m|S X|x_k⟩|² = ½ ⟨x_k|[X, [H,X] - e_k [S,X]]|x_k⟩`. -/
theorem sum_rule [DecidableEq n] {X : Matrix n n ℂ} {x : n → n → ℂ} {e : n → ℝ}
    (hH : H.IsHermitian) (hS : S.IsHermitian) (hX : X.IsHermitian)
    (hx : ∀ i, Solves H S (e i) (x i))
    (horth : ∀ i j, elem (x i) S (x j) = if i = j then 1 else 0) (k : n) :
    ((∑ m, (e m - e k) * ‖elem (x m) (S * X) (x k)‖ ^ 2 : ℝ) : ℂ)
      = 1 / 2 * elem (x k) (comm X (velocity H S X (e k))) (x k) := by
  have hconj : ∀ m, elem (x k) (X * S) (x m) = star (elem (x m) (S * X) (x k)) := by
    intro m
    unfold elem
    rw [star_dotProduct (x m), star_star, star_mulVec, ← dotProduct_mulVec, conjTranspose_mul,
      hX.eq, hS.eq]
  -- each term is a length element times a velocity element
  have hterm : ∀ m, (((e m - e k) * ‖elem (x m) (S * X) (x k)‖ ^ 2 : ℝ) : ℂ)
      = elem (x k) (X * S) (x m) * elem (x m) (velocity H S X (e k)) (x k) := by
    intro m
    have hz : star (elem (x m) (S * X) (x k)) * elem (x m) (S * X) (x k)
        = (‖elem (x m) (S * X) (x k)‖ : ℂ) ^ 2 := Complex.conj_mul' _
    rw [hconj m, velocity_length hH hS (hx m) (hx k)]
    push_cast
    linear_combination (-((e m : ℂ) - e k)) * hz
  -- `X V + V X` is the velocity matrix of `X²`, whose diagonal element vanishes
  have hV : X * velocity H S X (e k) + velocity H S X (e k) * X
      = velocity H S (X * X) (e k) := by
    simp only [velocity, comm, mul_sub, sub_mul, Matrix.mul_smul, Matrix.smul_mul, smul_sub,
      mul_assoc]
    abel
  have h0 := velocity_length hH hS (hx k) (hx k) (X * X)
  rw [← hV, sub_self, zero_mul] at h0
  rw [Complex.ofReal_sum, Finset.sum_congr rfl fun m _ => hterm m, completeness horth]
  simp only [elem, comm, add_mulVec, dotProduct_add, sub_mulVec, dotProduct_sub] at h0 ⊢
  linear_combination (1 / 2 : ℂ) * h0

/-- Hamiltonian of a two-function model. -/
def Hw : Matrix (Fin 2) (Fin 2) ℂ := !![3, 1; 1, 1]

/-- Overlap matrix of the two-function model. -/
def Sw : Matrix (Fin 2) (Fin 2) ℂ := !![2, 1; 1, 1]

/-- Position matrix of the two-function model. -/
def Xw : Matrix (Fin 2) (Fin 2) ℂ := !![1, 0; 0, 0]

/-- The two states of the two-function model. -/
def xw : Fin 2 → Fin 2 → ℂ := ![![0, 1], ![1, -1]]

/-- The two energies of the two-function model. -/
def ew : Fin 2 → ℝ := ![1, 2]

/-- The two-function model has Hermitian `H`, `S`, `X` and `S`-orthonormal solutions of
`H x = e S x`; `⟨x_0|S X|x_1⟩ = 1`, the velocity element is `-1`, and `⟨x_0|[H,X]|x_1⟩ = 1`. -/
theorem velocity_length_witness :
    Hw.IsHermitian ∧ Sw.IsHermitian ∧ Xw.IsHermitian ∧ (∀ i, Solves Hw Sw (ew i) (xw i)) ∧
      (∀ i j, elem (xw i) Sw (xw j) = if i = j then 1 else 0) ∧
      elem (xw 0) (Sw * Xw) (xw 1) = 1 ∧
      elem (xw 0) (velocity Hw Sw Xw (ew 1)) (xw 1) = -1 ∧
      elem (xw 0) (comm Hw Xw) (xw 1) = 1 := by
  refine ⟨IsHermitian.ext fun i j => ?_, IsHermitian.ext fun i j => ?_,
    IsHermitian.ext fun i j => ?_, fun i => ?_, fun i j => ?_, ?_, ?_, ?_⟩
  · fin_cases i <;> fin_cases j <;> simp [Hw]
  · fin_cases i <;> fin_cases j <;> simp [Sw]
  · fin_cases i <;> fin_cases j <;> simp [Xw]
  · unfold Solves
    ext j
    fin_cases i <;> fin_cases j <;>
      simp [Hw, Sw, xw, ew, mulVec, dotProduct, Fin.sum_univ_two]
    norm_num
  · fin_cases i <;> fin_cases j <;>
      simp [elem, Sw, xw, mulVec, dotProduct, Fin.sum_univ_two]
    norm_num
  all_goals
    simp [elem, velocity, comm, Hw, Sw, Xw, xw, ew, mulVec, dotProduct, mul_apply,
      Fin.sum_univ_two] <;> norm_num

end

end UltrasoftVelocity
```

```lean
#print axioms UltrasoftVelocity.velocity_length_mirror
-- 'UltrasoftVelocity.velocity_length_mirror' depends on axioms: [propext, Classical.choice, Quot.sound]
#print axioms UltrasoftVelocity.length_from_velocity
-- 'UltrasoftVelocity.length_from_velocity' depends on axioms: [propext, Classical.choice, Quot.sound]
#print axioms UltrasoftVelocity.origin_shift
-- 'UltrasoftVelocity.origin_shift' depends on axioms: [propext, Classical.choice, Quot.sound]
#print axioms UltrasoftVelocity.sum_rule
-- 'UltrasoftVelocity.sum_rule' depends on axioms: [propext, Classical.choice, Quot.sound]
```

## What the theorems say

The type `n` labels basis functions and is unrelated to the state label in `xn`. `elem` is x†A y, antilinear in the bra; `velocity H S X e` is V(e); `Solves H S e x` is the eigenvalue equation, with the energy real by its type. `velocity_length` assumes hermiticity of H and S and the two equations, and nothing more: X is arbitrary, S need not be positive or invertible, and the states need not be normalised or nonzero. `velocity_length_mirror` is the e = eₘ form; `length_from_velocity` and `origin_shift` add `em ≠ en`. `sum_rule` adds Hermitian X and `horth`, the overlap normalisation of a full set of states, which is assumed and not derived. `velocity_length_witness` checks the hypotheses and the three elements of the example.

In a finite basis the identity links elements of V(e) with elements of S X or X S between solutions of one fixed pair H, S; it does not by itself identify either with an optical transition element. That X represents position, how S arises from projectors, and how ⟨xₘ|S X|xₙ⟩ relates to the all-electron dipole are not treated, nor is position in a periodic cell. The sum rule has the shape of the Thomas–Reiche–Kuhn rule but stops at the double commutator, which is not evaluated to a constant; as an unchecked aside, a commutator of N×N matrices is traceless and, for N ≥ 1, cannot be a nonzero multiple of the identity.

## How the proof follows the algebra

`elem_ket` splits the product with `mulVec_mulVec` and substitutes the eigenvalue equation. The proof turns on `elem_bra`, where H must act leftwards. Mathlib separates `*ᵥ` (matrix times column) from `ᵥ*` (row times matrix). `congrArg star hm` conjugates the equation, `star_mulVec` rewrites the conjugate of H xₘ as the row xₘ† times H†, and `hH.eq`, `hS.eq`, `hr` remove the daggers and the conjugate of eₘ, giving `hK`. Then `dotProduct_mulVec` regroups xₘ†(H w) as (xₘ†H)w, for the column w on which H acts, so that `hK` applies.

`velocity_elem_general` expands the commutators in `h`, applies both lemmas and collects terms with `ring`; the two special energies follow by `ring` again. `length_from_velocity` clears the denominator with `eq_div_iff`, and `origin_shift` writes both length elements as quotients and uses `hv`. `completeness` gets S C C† = 1 from `mul_eq_one_comm`, valid for square matrices, and inserts it between two factors. In `sum_rule`, `hconj` and `hterm` rewrite each term as length times velocity, `hV` and `h0` are the X² step, and the last `linear_combination` adds half of `h0`.
